# An inverse-power well lies above its matched Morse curve at short range and below it at long range

## Replacing a Lennard-Jones pair potential by a Morse curve

When a Lennard-Jones term is replaced by a Morse term with the same minimum, depth and curvature, the sign of the energy change is known at every distance. Compressed pairs become cheaper and stretched pairs less strongly bound. This holds for a single isotropic pair potential.

Let $r>0$ be the distance, $b>0$ the position of the minimum, $D>0$ the depth and $s>0$ a real exponent. The two curves are

$$V(r)=D\left[(b/r)^{2s}-2(b/r)^s\right],\qquad M_a(r)=D\left[e^{-2a(r-b)}-2e^{-a(r-b)}\right],$$

where $a>0$ is the Morse range parameter. Lennard-Jones is $s=6$. The matched Morse curve has $a=s/b$.

## One well in two coordinates

Both curves are the well $W(u)=D(e^{-2u}-2e^{-u})$ in a stretching coordinate $u$. For Morse, $u=a(r-b)$. For the inverse power, $u=s\log(r/b)$, because $(b/r)^s=e^{-s\log(r/b)}$.

For $u<v$ put $p=e^{-u}$ and $q=e^{-v}$, so that $p>q$ and

$$W(u)-W(v)=D(p-q)(p+q-2).$$

If $v\le 0$, then $q\ge1$ and $p>1$, so the difference is positive. If $u\ge0$, then $p\le1$ and $q<1$, so it is negative. Thus $W$ falls up to $u=0$ and rises afterwards, with $W(0)=-D$. Both coordinates vanish only at $r=b$, so the curves share their minimum.

The chain rule gives

$$\frac{d^2}{dr^2}W(u(r))=W''(u)\,u'(r)^2+W'(u)\,u''(r).$$

At $r=b$ we have $u=0$, $W'(0)=0$ and $W''(0)=2D$. With $a=s/b$ both coordinates have slope $s/b$ there, so both curvatures are $2D(s/b)^2$.

## The ordering, and why it fixes the range parameter

For $x>0$, $x\ne1$, we have $\log x<x-1$. With $x=r/b$,

$$s\log(r/b)<\frac{s}{b}(r-b)\qquad(r\neq b).$$

For $r<b$ both coordinates are negative and $W$ is falling, so the smaller coordinate has the higher energy: $V>M_{s/b}$. For $r>b$ both are positive and $W$ is rising, so $V<M_{s/b}$.

Conversely, suppose that some $M_a$ is ordered this way on both sides. Then $g(r)=a(r-b)-s\log(r/b)$ is never negative, since a negative value would reverse the ordering at that $r$. As $g(b)=0$, $g$ is minimal at $b$, and $g'(b)=a-s/b=0$. A Morse curve with the same $D$ and $b$ but another range parameter therefore breaks the ordering somewhere.

## What the Lean theorems say

`invPower D s b r` is $V(r)$ and `morse D a b r` is $M_a(r)$, all arguments being real numbers. The theorems restrict the comparison to $r>0$.

- `common_minimum` gives the value $-D$ at $b$ and larger values elsewhere. The energy zero is that of separated atoms, as the formulas show for large $r$.
- `common_curvature` states the curvature as the derivative of `deriv` of each curve.
- `invPower_versus_morse` is the ordering, and `ordering_iff` adds the converse.
- `integer_power_versus_morse` is the case of an integer $n\ge1$, with ordinary powers.

The statements concern the curves alone, not vibrational levels or the quality of either model for a given molecule.

```lean
import Mathlib

open Filter Topology

namespace InversePowerVersusMorse

noncomputable section

/-- The well `D (exp (-2u) - 2 exp (-u))` as a function of a dimensionless stretching
coordinate `u`. -/
def well (D u : ℝ) : ℝ := D * (Real.exp (-2 * u) - 2 * Real.exp (-u))

/-- The Morse curve with depth parameter `D`, range parameter `a` and reference distance `b`. -/
def morse (D a b r : ℝ) : ℝ :=
  D * (Real.exp (-2 * a * (r - b)) - 2 * Real.exp (-a * (r - b)))

/-- The inverse-power curve `D ((b/r)^(2s) - 2 (b/r)^s)` with real exponent `s`, meant for
distances `r > 0` and `b > 0`. -/
def invPower (D s b r : ℝ) : ℝ := D * ((b / r) ^ (2 * s) - 2 * (b / r) ^ s)

/-- For `D > 0` the well falls strictly on the compressed side `u ≤ 0` and rises strictly on
the stretched side `u ≥ 0`. -/
theorem well_monotone {D u v : ℝ} (hD : 0 < D) (huv : u < v) :
    (v ≤ 0 → well D v < well D u) ∧ (0 ≤ u → well D u < well D v) := by
  have e : ∀ x : ℝ, Real.exp (-2 * x) = Real.exp (-x) ^ 2 := by
    intro x
    rw [sq, ← Real.exp_add]
    congr 1
    ring
  have hpq : Real.exp (-v) < Real.exp (-u) := Real.exp_lt_exp.2 (by linarith)
  unfold well
  rw [e u, e v]
  -- the difference of the two values factorises
  constructor
  · intro hv
    have h1 : 1 ≤ Real.exp (-v) := Real.one_le_exp (by linarith)
    have h2 : 0 < Real.exp (-u) + Real.exp (-v) - 2 := by linarith
    nlinarith [mul_pos hD (mul_pos (sub_pos.2 hpq) h2)]
  · intro hu
    have h1 : Real.exp (-u) ≤ 1 := Real.exp_le_one_iff.2 (by linarith)
    have h2 : 0 < 2 - Real.exp (-u) - Real.exp (-v) := by linarith
    nlinarith [mul_pos hD (mul_pos (sub_pos.2 hpq) h2)]

/-- The Morse curve is the well in the linear coordinate `a (r - b)`. -/
theorem morse_eq_well (D a b r : ℝ) : morse D a b r = well D (a * (r - b)) := by
  rw [morse, well, show -2 * a * (r - b) = -2 * (a * (r - b)) by ring,
    show -a * (r - b) = -(a * (r - b)) by ring]

/-- For `b, r > 0` the inverse-power curve is the same well in the logarithmic coordinate
`s log (r/b)`. -/
theorem invPower_eq_well (D s : ℝ) {b r : ℝ} (hb : 0 < b) (hr : 0 < r) :
    invPower D s b r = well D (s * Real.log (r / b)) := by
  have h : Real.log (b / r) = -Real.log (r / b) := by
    rw [Real.log_div hb.ne' hr.ne', Real.log_div hr.ne' hb.ne']
    ring
  rw [invPower, well, Real.rpow_def_of_pos (div_pos hb hr),
    Real.rpow_def_of_pos (div_pos hb hr), h,
    show -Real.log (r / b) * (2 * s) = -2 * (s * Real.log (r / b)) by ring,
    show -Real.log (r / b) * s = -(s * Real.log (r / b)) by ring]

/-- For `D, b, s > 0` both curves, the Morse one with range parameter `s/b`, have the value
`-D` at `r = b` and lie strictly above `-D` at every other distance `r > 0`. -/
theorem common_minimum {D b s : ℝ} (hD : 0 < D) (hb : 0 < b) (hs : 0 < s) :
    (invPower D s b b = -D ∧ morse D (s / b) b b = -D) ∧
    ∀ r, 0 < r → r ≠ b → -D < invPower D s b r ∧ -D < morse D (s / b) b r := by
  have h0 : well D 0 = -D := by
    simp only [well, mul_zero, neg_zero, Real.exp_zero]
    ring
  have hw : ∀ u : ℝ, u ≠ 0 → -D < well D u := by
    intro u hu
    rw [← h0]
    rcases lt_or_gt_of_ne hu with h | h
    · exact (well_monotone hD h).1 le_rfl
    · exact (well_monotone hD h).2 le_rfl
  refine ⟨⟨?_, ?_⟩, fun r hr hne => ⟨?_, ?_⟩⟩
  · rw [invPower_eq_well D s hb hb, div_self hb.ne', Real.log_one, mul_zero, h0]
  · rw [morse_eq_well, sub_self, mul_zero, h0]
  · rw [invPower_eq_well D s hb hr]
    have h1 : r / b ≠ 1 := fun h => hne ((div_eq_one_iff_eq hb.ne').1 h)
    exact hw _ (mul_ne_zero hs.ne' (Real.log_ne_zero_of_pos_of_ne_one (div_pos hr hb) h1))
  · rw [morse_eq_well]
    exact hw _ (mul_ne_zero (div_pos hs hb).ne' (sub_ne_zero.2 hne))

/-- If a coordinate `u` is differentiable near `b`, has a second derivative at `b` and vanishes
there, the well in this coordinate has curvature `2 D u'(b)^2` at `b`. -/
theorem well_curvature (D : ℝ) {b c : ℝ} {u u' : ℝ → ℝ}
    (hu : ∀ᶠ r in 𝓝 b, HasDerivAt u (u' r) r) (hc : HasDerivAt u' c b) (h0 : u b = 0) :
    HasDerivAt (deriv fun r => well D (u r)) (2 * D * u' b ^ 2) b := by
  have h1 : ∀ x : ℝ, HasDerivAt (fun x : ℝ => Real.exp (-x)) (-Real.exp (-x)) x := fun x =>
    ((hasDerivAt_id' x).fun_neg.exp).congr_deriv (by ring)
  have h2 : ∀ x : ℝ, HasDerivAt (fun x : ℝ => Real.exp (-2 * x)) (-2 * Real.exp (-2 * x)) x :=
    fun x => (((hasDerivAt_id' x).const_mul (-2 : ℝ)).exp).congr_deriv (by ring)
  have hw : ∀ x : ℝ, HasDerivAt (well D) (2 * D * (Real.exp (-x) - Real.exp (-2 * x))) x :=
    fun x => (((h2 x).fun_sub ((h1 x).const_mul 2)).const_mul D).congr_deriv (by ring)
  have hw2 : HasDerivAt (fun x : ℝ => 2 * D * (Real.exp (-x) - Real.exp (-2 * x)))
      (2 * D * (-Real.exp (-u b) + 2 * Real.exp (-2 * u b))) (u b) :=
    (((h1 (u b)).fun_sub (h2 (u b))).const_mul (2 * D)).congr_deriv (by ring)
  -- first derivative near `b`, by the chain rule
  have hfirst : (deriv fun r => well D (u r)) =ᶠ[𝓝 b]
      fun r => 2 * D * (Real.exp (-u r) - Real.exp (-2 * u r)) * u' r :=
    hu.mono fun r hr => ((hw (u r)).comp r hr).deriv
  have hin : HasDerivAt (fun r => 2 * D * (Real.exp (-u r) - Real.exp (-2 * u r)))
      (2 * D * (-Real.exp (-u b) + 2 * Real.exp (-2 * u b)) * u' b) b :=
    hw2.comp b hu.self_of_nhds
  refine HasDerivAt.congr_of_eventuallyEq ((hin.fun_mul hc).congr_deriv ?_) hfirst
  simp only [h0, mul_zero, neg_zero, Real.exp_zero]
  ring

/-- For `b > 0` the logarithmic coordinate `s log (r/b)` has derivative `s/r` at `r > 0`. -/
theorem hasDerivAt_logCoordinate (s : ℝ) {b r : ℝ} (hb : 0 < b) (hr : 0 < r) :
    HasDerivAt (fun r => s * Real.log (r / b)) (s * r⁻¹) r := by
  have hb' := hb.ne'
  have hr' := hr.ne'
  refine ((((hasDerivAt_id' r).div_const b).log (div_pos hr hb).ne').const_mul s).congr_deriv ?_
  field_simp

/-- For `b > 0` the inverse-power curve and the Morse curve with range parameter `s/b` have the
same second derivative `2 D (s/b)^2` at `r = b`. -/
theorem common_curvature (D s : ℝ) {b : ℝ} (hb : 0 < b) :
    HasDerivAt (deriv (invPower D s b)) (2 * D * (s / b) ^ 2) b ∧
    HasDerivAt (deriv (morse D (s / b) b)) (2 * D * (s / b) ^ 2) b := by
  have ev : ∀ᶠ r in 𝓝 b, 0 < r := Ioi_mem_nhds hb
  constructor
  · have heq : invPower D s b =ᶠ[𝓝 b] fun r => well D (s * Real.log (r / b)) :=
      ev.mono fun r hr => invPower_eq_well D s hb hr
    have h := well_curvature D (u := fun r => s * Real.log (r / b)) (u' := fun r => s * r⁻¹)
      (ev.mono fun r hr => hasDerivAt_logCoordinate s hb hr)
      ((hasDerivAt_inv hb.ne').const_mul s) (by simp [hb.ne'])
    rw [div_eq_mul_inv]
    exact h.congr_of_eventuallyEq heq.deriv
  · rw [show morse D (s / b) b = fun r => well D (s / b * (r - b)) from
      funext fun r => morse_eq_well D (s / b) b r]
    exact well_curvature D (u := fun r => s / b * (r - b)) (u' := fun _ => s / b)
      (Eventually.of_forall fun r =>
        (((hasDerivAt_id' r).sub_const b).const_mul (s / b)).congr_deriv (by ring))
      (hasDerivAt_const b (s / b)) (by simp)

/-- For `D, b, s > 0` the inverse-power curve lies strictly above the Morse curve with range
parameter `s/b` when `0 < r < b`, and strictly below it when `r > b`. -/
theorem invPower_versus_morse {D b s : ℝ} (hD : 0 < D) (hb : 0 < b) (hs : 0 < s) :
    (∀ r, 0 < r → r < b → morse D (s / b) b r < invPower D s b r) ∧
    (∀ r, b < r → invPower D s b r < morse D (s / b) b r) := by
  -- away from `r = b` the logarithmic coordinate is strictly smaller than the linear one
  have key : ∀ r, 0 < r → r ≠ b → s * Real.log (r / b) < s / b * (r - b) := by
    intro r hr hne
    have h1 : r / b ≠ 1 := fun h => hne ((div_eq_one_iff_eq hb.ne').1 h)
    have h2 := mul_lt_mul_of_pos_left (Real.log_lt_sub_one_of_pos (div_pos hr hb) h1) hs
    have h3 : s / b * (r - b) = s * (r / b - 1) := by
      have hb' := hb.ne'
      field_simp
    rw [h3]
    exact h2
  constructor
  · intro r hr h
    rw [morse_eq_well, invPower_eq_well D s hb hr]
    exact (well_monotone hD (key r hr h.ne)).1
      (mul_nonpos_iff.2 (Or.inl ⟨(div_pos hs hb).le, by linarith⟩))
  · intro r h
    have hr : 0 < r := hb.trans h
    rw [morse_eq_well, invPower_eq_well D s hb hr]
    exact (well_monotone hD (key r hr h.ne')).2
      (mul_nonneg hs.le (Real.log_nonneg ((one_le_div hb).2 h.le)))

/-- For `D, b, s, a > 0`, a Morse curve with range parameter `a` lies strictly below the
inverse-power curve for `0 < r < b` and strictly above it for `r > b` exactly when `a = s/b`. -/
theorem ordering_iff {D b s a : ℝ} (hD : 0 < D) (hb : 0 < b) (hs : 0 < s) (ha : 0 < a) :
    ((∀ r, 0 < r → r < b → morse D a b r < invPower D s b r) ∧
      (∀ r, b < r → invPower D s b r < morse D a b r)) ↔ a = s / b := by
  constructor
  · rintro ⟨hin, hout⟩
    -- the ordering of the curves orders the two coordinates
    have key : ∀ r, 0 < r → s * Real.log (r / b) ≤ a * (r - b) := by
      intro r hr
      by_contra hcon
      have hlt := lt_of_not_ge hcon
      rcases lt_trichotomy r b with h | h | h
      · have h1 := hin r hr h
        rw [morse_eq_well, invPower_eq_well D s hb hr] at h1
        have h2 := (well_monotone hD hlt).1 (mul_nonpos_iff.2 (Or.inl ⟨hs.le,
          Real.log_nonpos (div_pos hr hb).le ((div_le_one hb).2 h.le)⟩))
        linarith
      · subst h
        simp [hb.ne'] at hlt
      · have h1 := hout r h
        rw [morse_eq_well, invPower_eq_well D s hb hr] at h1
        have h2 := (well_monotone hD hlt).2 (mul_nonneg ha.le (by linarith))
        linarith
    -- so their difference is minimal at `b`, where its slope must vanish
    have ev : ∀ᶠ r in 𝓝 b, 0 < r := Ioi_mem_nhds hb
    have hmin : IsLocalMin (fun r => a * (r - b) - s * Real.log (r / b)) b := by
      refine ev.mono fun r hr => ?_
      have h := key r hr
      simp only [sub_self, mul_zero, div_self hb.ne', Real.log_one]
      linarith
    have hd := (((hasDerivAt_id' b).sub_const b).const_mul a).fun_sub
      (hasDerivAt_logCoordinate s hb hb)
    have hz := hmin.hasDerivAt_eq_zero hd
    rw [div_eq_mul_inv]
    linarith
  · rintro rfl
    exact invPower_versus_morse hD hb hs

/-- For `D, b > 0` and an integer `n ≥ 1`, the curve `D ((b/r)^(2n) - 2 (b/r)^n)` is strictly higher
than the Morse curve with the same `D` and `b` and range parameter `n/b` for `0 < r < b` and
strictly lower for `r > b`. -/
theorem integer_power_versus_morse {D b : ℝ} {n : ℕ} (hD : 0 < D) (hb : 0 < b) (hn : 1 ≤ n) :
    (∀ r, 0 < r → r < b →
      D * (Real.exp (-2 * n * (r - b) / b) - 2 * Real.exp (-(n : ℝ) * (r - b) / b))
        < D * ((b / r) ^ (2 * n) - 2 * (b / r) ^ n)) ∧
    (∀ r, b < r → D * ((b / r) ^ (2 * n) - 2 * (b / r) ^ n)
        < D * (Real.exp (-2 * n * (r - b) / b) - 2 * Real.exp (-(n : ℝ) * (r - b) / b))) := by
  have hp : ∀ r, invPower D n b r = D * ((b / r) ^ (2 * n) - 2 * (b / r) ^ n) := by
    intro r
    rw [invPower, show 2 * (n : ℝ) = ((2 * n : ℕ) : ℝ) by norm_num,
      Real.rpow_natCast, Real.rpow_natCast]
  have hm : ∀ r, morse D (n / b) b r =
      D * (Real.exp (-2 * n * (r - b) / b) - 2 * Real.exp (-(n : ℝ) * (r - b) / b)) := by
    intro r
    rw [morse, show -2 * ((n : ℝ) / b) * (r - b) = -2 * n * (r - b) / b by ring,
      show -((n : ℝ) / b) * (r - b) = -(n : ℝ) * (r - b) / b by ring]
  have hn' : (0 : ℝ) < n := Nat.cast_pos.2 hn
  have h := invPower_versus_morse hD hb hn'
  simp only [hp, hm] at h
  exact h

end

end InversePowerVersusMorse
```

```lean
#print axioms InversePowerVersusMorse.common_curvature
#print axioms InversePowerVersusMorse.invPower_versus_morse
#print axioms InversePowerVersusMorse.ordering_iff
#print axioms InversePowerVersusMorse.integer_power_versus_morse
```

```
'InversePowerVersusMorse.common_curvature' depends on axioms: [propext, Classical.choice, Quot.sound]
'InversePowerVersusMorse.invPower_versus_morse' depends on axioms: [propext, Classical.choice, Quot.sound]
'InversePowerVersusMorse.ordering_iff' depends on axioms: [propext, Classical.choice, Quot.sound]
'InversePowerVersusMorse.integer_power_versus_morse' depends on axioms: [propext, Classical.choice, Quot.sound]
```

## From the factorised difference to the ordering

`well_monotone` passes the positive product of $D$, $p-q$ and $\pm(p+q-2)$ to `nlinarith`, which recovers the factorisation. `morse_eq_well` and `invPower_eq_well` rewrite the curves through $W$, and `common_minimum` follows from these three.

`well_curvature` is the chain-rule computation for a general coordinate. It needs the first derivative in a neighbourhood of $b$, hence the "eventually" statements. `hasDerivAt_logCoordinate` supplies the slope $s/r$, and `common_curvature` inserts both coordinates.

In `invPower_versus_morse`, `key` is the logarithm inequality multiplied by $s$, and each side of $b$ then uses one half of `well_monotone`. In `ordering_iff`, `key` is $g\ge0$, proved by contradiction in the cases $r<b$, $r=b$ and $r>b$. `hmin` records the local minimum, and `hasDerivAt_eq_zero` makes the slope vanish. The integer theorem converts real powers to natural ones and applies the general ordering.
